# Harmonic amplitudes of a cubic instantaneous dipole response, and exact recovery of its linear coefficient from two field strengths

A real-time simulation drives a molecule with a field E cos(ωt), records the induced dipole μ(t), and projects it onto cos(ωt) to get an amplitude c₁. The obvious estimate of the polarizability is c₁/E, and it is biased. The cube of a cosine contains the fundamental frequency, so a third-order response feeds into c₁. For a dipole that is a cubic polynomial in the instantaneous field, with linear coefficient a₁ and cubic coefficient a₃,

c₁/E = a₁ + 3a₃E²/4.

Lowering E shrinks the bias but also shrinks the signal. Within this cubic, memoryless model the bias can be removed exactly: runs at E and at 2E give

(8c₁(E) − c₁(2E))/(6E) = a₁.

For real-time time-dependent density functional theory this is a finite-field extrapolation of the polarizability. It is proved exact here for a one-component response that has no memory and stops at third order; the last section discusses which of these assumptions the cancellation actually uses.

## The field, the dipole and the amplitude

```lean
import Mathlib

open Real intervalIntegral

namespace RealTimeHarmonics

noncomputable section
```

These lines load Mathlib and allow the short names `cos`, `sin` and `π` for the real functions and the constant, along with the short names of lemmas on integrals over an interval.

```lean
/-- Monochromatic driving field `F(t) = E cos(ωt)`. -/
def field (E ω t : ℝ) : ℝ := E * cos (ω * t)
```

A definition lists its arguments with their types, then the type of the result, then the formula. Here `(E ω t : ℝ)` declares three real numbers, the field strength E, the angular frequency ω and the time t, and the value is

F(t) = E cos(ωt).

The field is one Cartesian component. It has no envelope and no switching on, and its phase fixes the origin of time at an extremum of F. The strength E may have either sign.

```lean
/-- Induced dipole `μ(t) = a₁ F + a₂ F² + a₃ F³` in the monochromatic field. -/
def dipole (a₁ a₂ a₃ E ω t : ℝ) : ℝ :=
  a₁ * field E ω t + a₂ * field E ω t ^ 2 + a₃ * field E ω t ^ 3
```

The induced dipole is

μ(t) = a₁F(t) + a₂F(t)² + a₃F(t)³.

Function application is written without brackets and binds tighter than powers, so `field E ω t ^ 2` is F(t)². The real constants a₁, a₂, a₃ are postulated. They stand for the linear, quadratic and cubic response along the field; in the Taylor convention μ = αF + βF²/2 + γF³/6, with polarizability α and hyperpolarizabilities β and γ, they are α, β/2 and γ/6. No permanent dipole is included. Nothing about electrons, a Hamiltonian or an exchange-correlation functional enters: that μ(t) depends only on F at the same time t is an assumption, which excludes dispersion, absorption, phase lag and transients.

```lean
/-- Cosine amplitude of the `n`-th harmonic of a signal `μ`:
`(ω/π) ∫ μ(t) cos(nωt) dt` over the period that starts at `t₀`. -/
def cosAmp (μ : ℝ → ℝ) (ω t₀ : ℝ) (n : ℕ) : ℝ :=
  ω / π * ∫ t in t₀..(t₀ + 2 * π / ω), μ t * cos (n * (ω * t))
```

The argument `μ : ℝ → ℝ` is any real function of time, `t₀` is the start of the window, and `n : ℕ` is the harmonic order, a natural number that Lean converts to a real where it multiplies `ω * t`. With T = 2π/ω,

cₙ = (ω/π) ∫ μ(t) cos(nωt) dt over t₀ ≤ t ≤ t₀ + T.

The prefactor is 2/T for every n, including n = 0, so c₀ is twice the time average of μ. The window is exactly one period and the integral is exact, with no time step. Sine amplitudes are not defined in the file.

## The integral of a cosine over one period

```lean
/-- The integral of `cos(kωt)`, with `k` an integer, over one period is the period `2π/ω`
for `k = 0` and vanishes otherwise. -/
theorem integral_cos_period {ω : ℝ} (hω : 0 < ω) (t₀ : ℝ) (k : ℤ) :
    ∫ t in t₀..(t₀ + 2 * π / ω), cos (k * (ω * t)) = if k = 0 then 2 * π / ω else 0 := by
  split_ifs with hk
  · subst hk
    simp
  · have hk' : (k : ℝ) ≠ 0 := Int.cast_ne_zero.mpr hk
    have hω' : ω ≠ 0 := hω.ne'
    -- the antiderivative is sin(kωt)/(kω)
    have hd : ∀ t ∈ Set.uIcc t₀ (t₀ + 2 * π / ω),
        HasDerivAt (fun t => sin (k * (ω * t)) / (k * ω)) (cos (k * (ω * t))) t := by
      intro t _
      have h1 : HasDerivAt (fun t : ℝ => (k : ℝ) * (ω * t)) (k * (ω * 1)) t :=
        ((hasDerivAt_id' t).const_mul ω).const_mul (k : ℝ)
      refine (h1.sin.div_const (k * ω)).congr_deriv ?_
      field_simp
    have hc : Continuous fun t : ℝ => cos (k * (ω * t)) := by fun_prop
    rw [integral_eq_sub_of_hasDerivAt hd (hc.intervalIntegrable _ _)]
    -- and it is periodic
    have hp : (k : ℝ) * (ω * (t₀ + 2 * π / ω)) = k * (ω * t₀) + k * (2 * π) := by
      field_simp
    rw [hp, sin_add_int_mul_two_pi, sub_self]
```

A theorem lists its hypotheses before the colon and its claim after it. `(hω : 0 < ω)` is the hypothesis ω > 0 under the name `hω`, and the braces in `{ω : ℝ}` let Lean infer ω from that hypothesis. The claim is that for every start t₀ and every integer k,

∫ cos(kωt) dt over one period = 2π/ω if k = 0, and 0 otherwise.

For k = 0 the integrand is 1 and the integral is the length of the window. For k ≠ 0 the antiderivative is sin(kωt)/(kω), so the integral is

[sin(kωt₀ + 2πk) − sin(kωt₀)]/(kω) = 0,

because k is an integer. The tactic `split_ifs` makes the same case split. In the second case `hd` supplies the antiderivative, `hp` is the identity kω(t₀ + 2π/ω) = kωt₀ + 2πk, and `sin_add_int_mul_two_pi` is the periodicity of the sine. Positivity of ω enters only as `hω'`, which says ω ≠ 0.

### The fundamental theorem of calculus through `HasDerivAt`

This step is the one place in the file where an integral is evaluated through an antiderivative; the later proofs add linearity of the integral and integrability of continuous functions. It rests on `integral_eq_sub_of_hasDerivAt`. The statement `HasDerivAt f f' t` means that the difference quotient of f at the point t converges to the number f'. The lemma takes two inputs: such a statement at every point of the closed interval between the endpoints, which is `Set.uIcc`, and integrability of the derivative over that interval. It returns that the integral equals f at the upper limit minus f at the lower limit.

The derivative is assembled from the inside out, as in the chain rule. `hasDerivAt_id' t` says that t has derivative 1. Two uses of `const_mul` give kωt the derivative `k * (ω * 1)`. Then `h1.sin` composes with the sine, and `div_const` divides by kω, so the derivative arrives as

cos(kωt) · kω · 1/(kω).

This is not literally the integrand. `congr_deriv` swaps it for cos(kωt) in exchange for a proof that the two numbers agree, which `field_simp` gives by clearing the denominator with k ≠ 0 and ω ≠ 0. The second input comes from continuity: `fun_prop` proves `hc` by recognising a composition of continuous functions, and a continuous function is integrable on a bounded interval.

## Orthogonality of the harmonics

```lean
/-- Orthogonality of the harmonics: the `n`-th cosine amplitude of `cos(mωt)` is
`δ(m+n,0) + δ(m,n)`. -/
theorem cosAmp_cos {ω : ℝ} (hω : 0 < ω) (t₀ : ℝ) (m n : ℕ) :
    cosAmp (fun t => cos (m * (ω * t))) ω t₀ n
      = (if m + n = 0 then 1 else 0) + (if m = n then 1 else 0) := by
  have hω' : ω ≠ 0 := hω.ne'
  have hπ : π ≠ 0 := pi_ne_zero
  -- product-to-sum formula
  have hprod : ∀ t : ℝ, cos (m * (ω * t)) * cos (n * (ω * t))
      = 1 / 2 * cos ((((m : ℤ) + n : ℤ) : ℝ) * (ω * t))
        + 1 / 2 * cos ((((m : ℤ) - n : ℤ) : ℝ) * (ω * t)) := by
    intro t
    push_cast
    rw [add_mul (m : ℝ), sub_mul (m : ℝ), cos_add, cos_sub]
    ring
  have hi : ∀ k : ℤ, IntervalIntegrable (fun t : ℝ => 1 / 2 * cos ((k : ℝ) * (ω * t)))
      MeasureTheory.volume t₀ (t₀ + 2 * π / ω) := fun k =>
    Continuous.intervalIntegrable (by fun_prop) _ _
  have e1 : ((m : ℤ) + n = 0) ↔ m + n = 0 := by omega
  have e2 : ((m : ℤ) - n = 0) ↔ m = n := by omega
  have key : ∀ (p : Prop) [Decidable p],
      ω / π * (1 / 2 * (if p then 2 * π / ω else 0)) = if p then 1 else 0 := by
    intro p _
    split_ifs
    · field_simp
    · simp
  unfold cosAmp
  simp only [hprod]
  rw [integral_add (hi _) (hi _), intervalIntegral.integral_const_mul,
    intervalIntegral.integral_const_mul,
    integral_cos_period hω, integral_cos_period hω, mul_add, key, key]
  simp only [e1, e2]
```

`fun t => cos (m * (ω * t))` is the signal t ↦ cos(mωt), and `if p then 1 else 0` is a Kronecker delta δ. For natural numbers m and n the n-th amplitude of this signal is

δ(m+n, 0) + δ(m, n).

The value is 2 for m = n = 0, 1 for m = n ≥ 1, and 0 for m ≠ n. The derivation starts from the product-to-sum formula, `hprod` in the proof:

cos(mωt) cos(nωt) = ½ cos((m+n)ωt) + ½ cos((m−n)ωt).

Each term integrates to ½ · 2π/ω when its integer multiplier vanishes and to zero otherwise, and the prefactor turns the nonzero value into

(ω/π) · ½ · (2π/ω) = 1,

which is `key`. The difference m − n can be negative, while subtraction of natural numbers in Lean stops at zero; the proof therefore forms `(m : ℤ) - n` in the integers, and this is where the integer k of the previous theorem is needed. The equivalences `e1` and `e2`, proved by the integer arithmetic tactic `omega`, translate the conditions back to natural numbers. Splitting the integral with `integral_add` needs each term to be integrable, which `hi` provides.

## The dipole as a sum of harmonics

```lean
/-- Power reduction: the dipole is a sum of a static term and the first three harmonics. -/
theorem dipole_expansion (a₁ a₂ a₃ E ω t : ℝ) :
    dipole a₁ a₂ a₃ E ω t
      = a₂ * E ^ 2 / 2 + (a₁ * E + 3 * a₃ * E ^ 3 / 4) * cos (ω * t)
        + a₂ * E ^ 2 / 2 * cos (2 * (ω * t)) + a₃ * E ^ 3 / 4 * cos (3 * (ω * t)) := by
  unfold dipole field
  rw [cos_two_mul, cos_three_mul]
  ring
```

Write θ = ωt. The power-reduction formulas are

cos²θ = (1 + cos 2θ)/2,

cos³θ = (3 cos θ + cos 3θ)/4.

Inserting them into μ = a₁E cos θ + a₂E² cos²θ + a₃E³ cos³θ and collecting terms gives

μ = a₂E²/2 + (a₁E + 3a₃E³/4) cos θ + (a₂E²/2) cos 2θ + (a₃E³/4) cos 3θ.

The identity holds for all real arguments, with no hypothesis. Lean runs the trigonometry the other way: `cos_two_mul` and `cos_three_mul` replace cos 2θ by 2cos²θ − 1 and cos 3θ by 4cos³θ − 3cos θ, after which both sides are polynomials in cos θ and `ring` compares them.

```lean
/-- The cosine amplitude of a combination of the harmonics 0 to 3 is the same combination
of their amplitudes. -/
theorem cosAmp_combination (b₀ b₁ b₂ b₃ ω t₀ : ℝ) (n : ℕ) :
    cosAmp (fun t => b₀ + b₁ * cos (ω * t) + b₂ * cos (2 * (ω * t)) + b₃ * cos (3 * (ω * t)))
        ω t₀ n
      = b₀ * cosAmp (fun t => cos ((0 : ℕ) * (ω * t))) ω t₀ n
        + b₁ * cosAmp (fun t => cos ((1 : ℕ) * (ω * t))) ω t₀ n
        + b₂ * cosAmp (fun t => cos ((2 : ℕ) * (ω * t))) ω t₀ n
        + b₃ * cosAmp (fun t => cos ((3 : ℕ) * (ω * t))) ω t₀ n := by
  have hi : ∀ (b : ℝ) (m : ℕ), IntervalIntegrable
      (fun t : ℝ => b * (cos ((m : ℝ) * (ω * t)) * cos ((n : ℝ) * (ω * t))))
      MeasureTheory.volume t₀ (t₀ + 2 * π / ω) := fun b m =>
    Continuous.intervalIntegrable (by fun_prop) _ _
  have hpt : ∀ t : ℝ,
      (b₀ + b₁ * cos (ω * t) + b₂ * cos (2 * (ω * t)) + b₃ * cos (3 * (ω * t)))
          * cos ((n : ℝ) * (ω * t))
        = b₀ * (cos (((0 : ℕ) : ℝ) * (ω * t)) * cos ((n : ℝ) * (ω * t)))
          + b₁ * (cos (((1 : ℕ) : ℝ) * (ω * t)) * cos ((n : ℝ) * (ω * t)))
          + b₂ * (cos (((2 : ℕ) : ℝ) * (ω * t)) * cos ((n : ℝ) * (ω * t)))
          + b₃ * (cos (((3 : ℕ) : ℝ) * (ω * t)) * cos ((n : ℝ) * (ω * t))) := by
    intro t
    simp only [Nat.cast_zero, Nat.cast_one, Nat.cast_ofNat, zero_mul, one_mul, cos_zero]
    ring
  unfold cosAmp
  beta_reduce
  rw [funext hpt, integral_add (((hi _ _).add (hi _ _)).add (hi _ _)) (hi _ _),
    integral_add ((hi _ _).add (hi _ _)) (hi _ _), integral_add (hi _ _) (hi _ _)]
  simp only [intervalIntegral.integral_const_mul]
  ring
```

This is linearity for the four terms that occur. For real coefficients b₀, b₁, b₂, b₃, the n-th amplitude of b₀ + b₁ cos θ + b₂ cos 2θ + b₃ cos 3θ is the sum over m = 0, 1, 2, 3 of bₘ times the n-th amplitude of cos mθ. The right side writes the constant as cos(0·θ) and marks each order as a natural number, as in `(2 : ℕ)`, so that every term has the shape that `cosAmp_cos` expects. `hpt` multiplies out the integrand at each t, three uses of `integral_add` split the integral, and the constants are pulled out.

## The spectrum

```lean
/-- Harmonic spectrum of the dipole, for any start of the period: `c₀ = a₂E²`,
`c₁ = a₁E + 3a₃E³/4`, `c₂ = a₂E²/2`, `c₃ = a₃E³/4`, and `cₙ = 0` for `n ≥ 4`. -/
theorem harmonic_amplitudes (a₁ a₂ a₃ E : ℝ) {ω : ℝ} (hω : 0 < ω) (t₀ : ℝ) :
    cosAmp (dipole a₁ a₂ a₃ E ω) ω t₀ 0 = a₂ * E ^ 2 ∧
    cosAmp (dipole a₁ a₂ a₃ E ω) ω t₀ 1 = a₁ * E + 3 * a₃ * E ^ 3 / 4 ∧
    cosAmp (dipole a₁ a₂ a₃ E ω) ω t₀ 2 = a₂ * E ^ 2 / 2 ∧
    cosAmp (dipole a₁ a₂ a₃ E ω) ω t₀ 3 = a₃ * E ^ 3 / 4 ∧
    ∀ n, 4 ≤ n → cosAmp (dipole a₁ a₂ a₃ E ω) ω t₀ n = 0 := by
  -- expand in harmonics, then apply orthogonality term by term
  rw [funext (dipole_expansion a₁ a₂ a₃ E ω)]
  simp only [cosAmp_combination, cosAmp_cos hω]
  refine ⟨?_, ?_, ?_, ?_, ?_⟩
  · norm_num
  · norm_num
  · norm_num
  · norm_num
  · intro n hn
    rw [if_neg (by omega : ¬ 0 + n = 0), if_neg (by omega : ¬ 0 = n),
      if_neg (by omega : ¬ 1 + n = 0), if_neg (by omega : ¬ 1 = n),
      if_neg (by omega : ¬ 2 + n = 0), if_neg (by omega : ¬ 2 = n),
      if_neg (by omega : ¬ 3 + n = 0), if_neg (by omega : ¬ 3 = n)]
    ring
```

`dipole a₁ a₂ a₃ E ω` with the time argument left off is the function t ↦ μ(t), and `∧` joins five claims. For all real a₁, a₂, a₃, E and t₀, and ω > 0,

c₀ = a₂E²,

c₁ = a₁E + 3a₃E³/4,

c₂ = a₂E²/2,

c₃ = a₃E³/4,

cₙ = 0 for n ≥ 4.

None of the right sides contains t₀ or ω. The static dipole, half of c₀, is a₂E²/2. To derive the list, take bₘ from the expansion above and combine linearity with orthogonality:

cₙ = Σₘ bₘ [δ(m+n, 0) + δ(m, n)], m = 0, 1, 2, 3.

For n = 0 only m = 0 survives, with weight 2, so c₀ = 2b₀. For n = 1, 2, 3 only m = n survives and cₙ = bₙ. For n ≥ 4 every delta vanishes. In the proof `funext` lifts the expansion from an equality at each t to an equality of functions, and `simp only` produces the sum of deltas. `norm_num` evaluates them for n = 0 to 3, and for general n ≥ 4 `omega` rules out each of the eight conditions.

## Recovering the coefficients

```lean
/-- Two runs at field strengths `E ≠ 0` and `rE`, with `r ≠ 0` and `r² ≠ 1`, give the linear
coefficient exactly: `(r³ c₁(E) - c₁(rE)) / ((r³ - r) E) = a₁`. -/
theorem linear_from_two_fields (a₁ a₂ a₃ : ℝ) {E ω r : ℝ} (hω : 0 < ω) (hE : E ≠ 0)
    (hr : r ≠ 0) (hr1 : r ^ 2 ≠ 1) (t₀ : ℝ) :
    (r ^ 3 * cosAmp (dipole a₁ a₂ a₃ E ω) ω t₀ 1
        - cosAmp (dipole a₁ a₂ a₃ (r * E) ω) ω t₀ 1) / ((r ^ 3 - r) * E) = a₁ := by
  have h : r ^ 3 - r ≠ 0 := by
    have : r ^ 3 - r = r * (r ^ 2 - 1) := by ring
    rw [this]
    exact mul_ne_zero hr (sub_ne_zero.mpr hr1)
  rw [(harmonic_amplitudes a₁ a₂ a₃ E hω t₀).2.1,
    (harmonic_amplitudes a₁ a₂ a₃ (r * E) hω t₀).2.1, div_eq_iff (mul_ne_zero h hE)]
  -- the cubic terms cancel
  ring
```

Write c₁(E) for the first amplitude at field strength E. Two runs share ω, t₀ and the coefficients, and have strengths E and rE for a real ratio r. For E ≠ 0, r ≠ 0 and r² ≠ 1,

(r³c₁(E) − c₁(rE))/((r³ − r)E) = a₁.

The two terms of the numerator are

r³c₁(E) = r³a₁E + 3a₃r³E³/4,

c₁(rE) = ra₁E + 3a₃r³E³/4.

The cubic parts are equal, so the difference is (r³ − r)a₁E. Since r³ − r = r(r² − 1), the denominator is nonzero under the three hypotheses, as `h` and `hE` record. The excluded ratios carry no new information: r = 0 has no field, r = 1 repeats the run, and r = −1 only flips the sign of c₁. Lean defines division by zero as zero, so at E = 0 the left side would be 0 whatever a₁ is. The suffix `.2.1` selects the second of the five claims of `harmonic_amplitudes`, `div_eq_iff` multiplies through by the denominator, and `ring` performs the cancellation.

```lean
/-- Field doubling: `(8 c₁(E) - c₁(2E)) / (6E) = a₁` exactly for `E ≠ 0`. -/
theorem linear_from_doubled_field (a₁ a₂ a₃ : ℝ) {E ω : ℝ} (hω : 0 < ω) (hE : E ≠ 0)
    (t₀ : ℝ) :
    (8 * cosAmp (dipole a₁ a₂ a₃ E ω) ω t₀ 1
        - cosAmp (dipole a₁ a₂ a₃ (2 * E) ω) ω t₀ 1) / (6 * E) = a₁ := by
  have h := linear_from_two_fields a₁ a₂ a₃ (r := 2) hω hE (by norm_num) (by norm_num) t₀
  have h8 : (2 : ℝ) ^ 3 = 8 := by norm_num
  have h6 : (8 : ℝ) - 2 = 6 := by norm_num
  rwa [h8, h6] at h
```

Setting r = 2 gives r³ = 8 and r³ − r = 6, hence for E ≠ 0

(8c₁(E) − c₁(2E))/(6E) = a₁.

Explicitly, 8a₁E + 6a₃E³ − 2a₁E − 6a₃E³ = 6a₁E. The proof specialises the general theorem with `(r := 2)`, discharges 2 ≠ 0 and 2² ≠ 1 by `norm_num`, and rewrites the two numbers.

```lean
/-- The single-field estimate `c₁(E)/E` misses `a₁` by `3a₃E²/4`, and it equals `a₁`
exactly when `a₃ = 0`. -/
theorem single_field_error (a₁ a₂ a₃ : ℝ) {E ω : ℝ} (hω : 0 < ω) (hE : E ≠ 0) (t₀ : ℝ) :
    cosAmp (dipole a₁ a₂ a₃ E ω) ω t₀ 1 / E - a₁ = 3 * a₃ * E ^ 2 / 4 ∧
    (cosAmp (dipole a₁ a₂ a₃ E ω) ω t₀ 1 / E = a₁ ↔ a₃ = 0) := by
  have h : cosAmp (dipole a₁ a₂ a₃ E ω) ω t₀ 1 / E - a₁ = 3 * a₃ * E ^ 2 / 4 := by
    rw [(harmonic_amplitudes a₁ a₂ a₃ E hω t₀).2.1, sub_eq_iff_eq_add, div_eq_iff hE]
    ring
  refine ⟨h, ?_⟩
  rw [← sub_eq_zero, h]
  constructor
  · intro h0
    have h1 : a₃ * E ^ 2 = 0 := by linarith
    exact (mul_eq_zero.mp h1).resolve_right (pow_ne_zero 2 hE)
  · intro h0
    rw [h0]
    ring
```

This is the bias from the opening. For E ≠ 0, dividing c₁ by E and subtracting a₁ gives

c₁/E − a₁ = 3a₃E²/4,

and `↔` states that c₁/E = a₁ holds if and only if a₃ = 0. If the error vanishes then a₃E² = 0, a product is zero only when a factor is (`mul_eq_zero`), and E² ≠ 0 leaves a₃ = 0. The converse is substitution.

```lean
/-- One run at `E ≠ 0` returns all three coefficients from its harmonics:
`a₁ = (c₁ - 3c₃)/E`, `a₂ = 2c₂/E²`, `a₃ = 4c₃/E³`. -/
theorem coefficients_from_one_run (a₁ a₂ a₃ : ℝ) {E ω : ℝ} (hω : 0 < ω) (hE : E ≠ 0)
    (t₀ : ℝ) :
    (cosAmp (dipole a₁ a₂ a₃ E ω) ω t₀ 1 - 3 * cosAmp (dipole a₁ a₂ a₃ E ω) ω t₀ 3) / E = a₁ ∧
    2 * cosAmp (dipole a₁ a₂ a₃ E ω) ω t₀ 2 / E ^ 2 = a₂ ∧
    4 * cosAmp (dipole a₁ a₂ a₃ E ω) ω t₀ 3 / E ^ 3 = a₃ := by
  obtain ⟨-, h1, h2, h3, -⟩ := harmonic_amplitudes a₁ a₂ a₃ E hω t₀
  rw [h1, h2, h3, div_eq_iff hE, div_eq_iff (pow_ne_zero 2 hE), div_eq_iff (pow_ne_zero 3 hE)]
  refine ⟨by ring, by ring, by ring⟩

end

end RealTimeHarmonics
```

A single run at E ≠ 0 determines all three coefficients:

a₁ = (c₁ − 3c₃)/E,

a₂ = 2c₂/E²,

a₃ = 4c₃/E³.

The first holds because 3c₃ = 3a₃E³/4 is the cubic part of c₁, and the others invert the formulas for c₂ and c₃. `obtain` unpacks the three amplitudes needed, the denominators are cleared, and `ring` closes each equation.

The two routes to a₁ lean on the model differently, a point of physics that the theorems themselves do not address. The one-run formula needs the same a₃ in c₁ and in c₃. In a system with memory these are third-order response functions at different frequency arguments, and they generally differ. The two-field formula uses only that c₁ is a term linear in E plus a term cubic in E, a form that a steady-state response truncated at third order would keep with frequency-dependent coefficients. A fifth-order term in μ would survive the cancellation and leave an error of order E⁴.

```lean
#print axioms RealTimeHarmonics.linear_from_two_fields
#print axioms RealTimeHarmonics.linear_from_doubled_field
#print axioms RealTimeHarmonics.single_field_error
#print axioms RealTimeHarmonics.coefficients_from_one_run
```

```
'RealTimeHarmonics.linear_from_two_fields' depends on axioms: [propext, Classical.choice, Quot.sound]
'RealTimeHarmonics.linear_from_doubled_field' depends on axioms: [propext, Classical.choice, Quot.sound]
'RealTimeHarmonics.single_field_error' depends on axioms: [propext, Classical.choice, Quot.sound]
'RealTimeHarmonics.coefficients_from_one_run' depends on axioms: [propext, Classical.choice, Quot.sound]
```
